# The error of a two-sided Rayleigh quotient is a bilinear term in the eigenvector errors divided by the overlap

## Energies from a non-symmetric matrix

An effective Hamiltonian for a decaying system, or the similarity-transformed Hamiltonian of equation-of-motion coupled-cluster theory in a finite excitation space, is in general not Hermitian. Its left and right eigenvectors can then differ, and an iterative solver supplies only approximations to them. How accurate is an energy computed from these approximations?

For a real symmetric matrix, the Rayleigh quotient of a trial vector has an error of second order in the error of the vector. For a real non-symmetric matrix this generally fails if the same vector stands on both sides. It is recovered by placing an approximate left eigenvector on the left, as long as the overlap of the two trial vectors stays away from zero.

## The exact error formula

Let $A$ be a square matrix with a right eigenvector $v$ and a left eigenvector $u$ for the same eigenvalue $l$:

$$Av=lv,\qquad u^TA=l\,u^T.$$

Let $a$ and $b$ be the errors of the trial vectors $u+a$ and $v+b$, and let $D=(u+a)^T(v+b)\neq0$. Then

$$\frac{(u+a)^TA(v+b)}{D}=l+\frac{a^T(A-l)b}{D}.$$

In Lean this is `twoSidedQuotient_perturbed`. Vectors are functions `n → K` on a finite index type, `A *ᵥ v` is $Av$, `u ᵥ* A` is $u^TA$, and `⬝ᵥ` is the dot product. The hypotheses `hR` and `hL` are the two eigenvector equations, and `h` is $D\neq0$.

The entries lie in any field `K`, so real and complex matrices are both covered. The dot product has no complex conjugation: in the complex case $u$ holds the components of the bra as they stand in the row. The identity does not require $u$ or $v$ to be nonzero.

The condition $D\ne0$ says that the left and right trial states are not orthogonal. At an exceptional point, where two eigenvectors merge, the exact pair has $u^Tv=0$; $D$ is then itself small for small errors, and second-order accuracy can be lost.

## Cancellation of the linear terms

Subtract $l$ times the overlap from the numerator:

$$(u+a)^TA(v+b)-lD=(u+a)^T(A-l)(v+b).$$

Since $(A-l)v=0$, the right side is $(u+a)^T(A-l)b$. Since $u^T(A-l)=0$, it reduces to $a^T(A-l)b$. Division by $D$ gives the formula.

If $a=0$, the correction vanishes: with an exact left eigenvector, the quotient is exact for every right trial vector that overlaps with it.

If $|a_i|\le\varepsilon$ and $|b_j|\le\delta$ for all components, the triangle inequality gives the bound of `eigenvalue_error_le`:

$$|a^T(A-l)b|\le\sum_{i,j}|a_i|\,|(A-l)_{ij}|\,|b_j|\le\varepsilon\delta\sum_{i,j}|(A-l)_{ij}|,$$

to be divided by $|D|$.

## Stationary points are eigenvector pairs

Now let $x,y$ be any vectors with $x^Ty\ne0$, and let $q=x^TAy/x^Ty$. Along $x+ta$, $y+tb$, where $a$ and $b$ are now arbitrary variations, the numerator and denominator have linear coefficients

$$N_1=a^TAy+x^TAb,\qquad D_1=a^Ty+x^Tb.$$

The quotient rule at $t=0$ gives

$$\frac{N_1-qD_1}{x^Ty}=\frac{a^T(Ay-qy)+(x^TA-q\,x^T)b}{x^Ty}.$$

If this vanishes for all $a,b$, setting $b=0$ and taking $a$ to be each unit vector in turn gives $Ay=qy$; setting $a=0$ gives $x^TA=q\,x^T$ in the same way. Conversely, these two equations make the derivative zero. This is `stationary_iff_eigenvectors`, where `HasDerivAt … 0 0` means derivative zero at $t=0$. The field is here a nontrivially normed one, such as $\mathbb R$ or $\mathbb C$. Stationary does not mean minimal: the theorem provides no variational bound on the energy.

## A 2×2 example with numbers

Take

$$A=\begin{pmatrix}1&1\\0&2\end{pmatrix},\quad v=(1,0),\quad u=(1,-1),\quad l=1.$$

The pair already has $u^Tv=1$; at unit length the left vector would be $(1,-1)/\sqrt2$. Rescaling either trial vector by a nonzero factor leaves the quotient unchanged.

With $a=b=(0,\,0.1)$ the trial vectors are $(1,-0.9)$ and $(1,\,0.1)$. The numerator is $0.92$ and the overlap $0.91$, so the quotient is about $1.0110$. The formula agrees: $(A-l)b=(0.1,\,0.1)$, and the correction is $0.01/0.91\approx0.0110$.

With $(1,\,0.1)$ on both sides, the quotient is about $1.1089$. For $(1,t)$ on both sides, or equally its normalised form $(1,t)/\sqrt{1+t^2}$, the error is $t(1+t)/(1+t^2)$, which is linear in $t$ for small $t$.

## The Lean file

```lean
import Mathlib

open Matrix

namespace TwoSidedRayleigh

noncomputable section

/-- The two-sided Rayleigh quotient `xᵀ A y / xᵀ y` of a left trial vector `x` and a right
trial vector `y`. -/
def twoSidedQuotient {K n : Type*} [Field K] [Fintype n]
    (A : Matrix n n K) (x y : n → K) : K :=
  (x ⬝ᵥ A *ᵥ y) / (x ⬝ᵥ y)

section Identity

variable {K n : Type*} [Field K] [Fintype n]

/-- For perturbed left and right eigenvectors, the matrix element of `A - l` between the trial
vectors equals its matrix element between the errors alone. -/
theorem shifted_element_eq (A : Matrix n n K) (l : K) (u v a b : n → K)
    (hR : A *ᵥ v = l • v) (hL : u ᵥ* A = l • u) :
    (u + a) ⬝ᵥ A *ᵥ (v + b) - l * ((u + a) ⬝ᵥ (v + b)) = a ⬝ᵥ (A *ᵥ b - l • b) := by
  -- the left eigenvector equation removes the term linear in `b`
  have hu : u ⬝ᵥ A *ᵥ b = l * (u ⬝ᵥ b) := by
    rw [Matrix.dotProduct_mulVec, hL, smul_dotProduct, smul_eq_mul]
  simp only [Matrix.mulVec_add, hR, add_dotProduct, dotProduct_add, dotProduct_sub,
    dotProduct_smul, smul_eq_mul, hu]
  ring

/-- The two-sided quotient of perturbed left and right eigenvectors equals the eigenvalue plus
a term bilinear in the two errors, divided by the overlap of the trial vectors. -/
theorem twoSidedQuotient_perturbed (A : Matrix n n K) (l : K) (u v a b : n → K)
    (hR : A *ᵥ v = l • v) (hL : u ᵥ* A = l • u) (h : (u + a) ⬝ᵥ (v + b) ≠ 0) :
    twoSidedQuotient A (u + a) (v + b) =
      l + a ⬝ᵥ (A *ᵥ b - l • b) / ((u + a) ⬝ᵥ (v + b)) := by
  rw [twoSidedQuotient, div_eq_iff h, add_mul, div_mul_cancel₀ _ h]
  linear_combination shifted_element_eq A l u v a b hR hL

end Identity

section Analysis

variable {K n : Type*} [NontriviallyNormedField K] [Fintype n]

/-- If the components of the left and right errors have moduli at most `ε` and `δ`, the modulus of
the eigenvalue error is at most `ε δ` times the sum of the moduli of the entries of `A - l`, divided
by the modulus of the overlap. -/
theorem eigenvalue_error_le [DecidableEq n] (A : Matrix n n K) (l : K) (u v a b : n → K)
    (hR : A *ᵥ v = l • v) (hL : u ᵥ* A = l • u) (h : (u + a) ⬝ᵥ (v + b) ≠ 0)
    (ε δ : ℝ) (ha : ∀ i, ‖a i‖ ≤ ε) (hb : ∀ i, ‖b i‖ ≤ δ) :
    ‖twoSidedQuotient A (u + a) (v + b) - l‖ ≤
      (ε * δ * ∑ i, ∑ j, ‖(A - l • (1 : Matrix n n K)) i j‖) / ‖(u + a) ⬝ᵥ (v + b)‖ := by
  rw [twoSidedQuotient_perturbed A l u v a b hR hL h, add_sub_cancel_left, norm_div]
  refine div_le_div_of_nonneg_right ?_ (norm_nonneg _)
  have e : A *ᵥ b - l • b = (A - l • (1 : Matrix n n K)) *ᵥ b := by
    simp [Matrix.sub_mulVec, Matrix.smul_mulVec]
  rw [e]
  generalize A - l • (1 : Matrix n n K) = M
  -- bound the bilinear form entry by entry
  simp only [dotProduct, Matrix.mulVec, Finset.mul_sum]
  refine (norm_sum_le _ _).trans (Finset.sum_le_sum fun i _ =>
    (norm_sum_le _ _).trans (Finset.sum_le_sum fun j _ => ?_))
  have h1 := ha i
  have h2 := hb j
  have hε : 0 ≤ ε := (norm_nonneg _).trans h1
  rw [norm_mul, norm_mul]
  calc ‖a i‖ * (‖M i j‖ * ‖b j‖) ≤ ε * (‖M i j‖ * δ) := by gcongr
    _ = ε * δ * ‖M i j‖ := by ring

private lemma hasDerivAt_quadratic (c₀ c₁ c₂ : K) :
    HasDerivAt (fun t : K => c₀ + t * c₁ + t * t * c₂) c₁ 0 := by
  have h1 := ((hasDerivAt_id' (0 : K)).mul_const c₁).const_add c₀
  have h2 := ((hasDerivAt_id' (0 : K)).fun_mul (hasDerivAt_id' (0 : K))).mul_const c₂
  exact (h1.fun_add h2).congr_deriv (by simp)

private lemma eq_zero_of_dot (r : n → K) (h : ∀ a : n → K, a ⬝ᵥ r = 0) : r = 0 := by
  classical
  funext i
  simpa [dotProduct, Pi.single_apply] using h (Pi.single i 1)

/-- The first variation of the two-sided quotient is the right residual tested against the left
variation plus the left residual tested against the right variation, over the overlap. -/
theorem hasDerivAt_twoSidedQuotient (A : Matrix n n K) (x y a b : n → K) (h : x ⬝ᵥ y ≠ 0) :
    HasDerivAt (fun t : K => twoSidedQuotient A (x + t • a) (y + t • b))
      ((a ⬝ᵥ (A *ᵥ y - twoSidedQuotient A x y • y) +
        (x ᵥ* A - twoSidedQuotient A x y • x) ⬝ᵥ b) / (x ⬝ᵥ y)) 0 := by
  -- numerator and denominator are quadratic polynomials in `t`
  have hfun : (fun t : K => twoSidedQuotient A (x + t • a) (y + t • b)) = fun t : K =>
      (x ⬝ᵥ A *ᵥ y + t * (a ⬝ᵥ A *ᵥ y + x ⬝ᵥ A *ᵥ b) + t * t * (a ⬝ᵥ A *ᵥ b)) /
        (x ⬝ᵥ y + t * (a ⬝ᵥ y + x ⬝ᵥ b) + t * t * (a ⬝ᵥ b)) := by
    funext t
    simp only [twoSidedQuotient, Matrix.mulVec_add, Matrix.mulVec_smul, add_dotProduct,
      dotProduct_add, smul_dotProduct, dotProduct_smul, smul_eq_mul]
    congr 1 <;> ring
  rw [hfun]
  have hq := (hasDerivAt_quadratic (x ⬝ᵥ A *ᵥ y) (a ⬝ᵥ A *ᵥ y + x ⬝ᵥ A *ᵥ b)
    (a ⬝ᵥ A *ᵥ b)).fun_div (hasDerivAt_quadratic (x ⬝ᵥ y) (a ⬝ᵥ y + x ⬝ᵥ b) (a ⬝ᵥ b))
    (by simpa using h)
  refine hq.congr_deriv ?_
  simp only [twoSidedQuotient, dotProduct_sub, sub_dotProduct, dotProduct_smul,
    smul_dotProduct, smul_eq_mul, ← Matrix.dotProduct_mulVec, zero_mul, add_zero]
  field_simp
  ring

/-- At a pair of vectors with nonzero overlap, the two-sided quotient is stationary under all
variations exactly when the pair consists of a right and a left eigenvector whose common
eigenvalue is the quotient. -/
theorem stationary_iff_eigenvectors (A : Matrix n n K) (x y : n → K) (h : x ⬝ᵥ y ≠ 0) :
    (∀ a b : n → K,
      HasDerivAt (fun t : K => twoSidedQuotient A (x + t • a) (y + t • b)) 0 0) ↔
    A *ᵥ y = twoSidedQuotient A x y • y ∧ x ᵥ* A = twoSidedQuotient A x y • x := by
  constructor
  · intro hs
    have key : ∀ a b : n → K, a ⬝ᵥ (A *ᵥ y - twoSidedQuotient A x y • y) +
        (x ᵥ* A - twoSidedQuotient A x y • x) ⬝ᵥ b = 0 := fun a b =>
      (div_eq_zero_iff.mp
        ((hasDerivAt_twoSidedQuotient A x y a b h).unique (hs a b))).resolve_right h
    -- vary one vector at a time
    constructor
    · refine sub_eq_zero.mp (eq_zero_of_dot _ fun a => ?_)
      have h0 := key a 0
      rwa [dotProduct_zero, add_zero] at h0
    · refine sub_eq_zero.mp (eq_zero_of_dot _ fun b => ?_)
      have h0 := key 0 b
      rwa [zero_dotProduct, zero_add, dotProduct_comm] at h0
  · rintro ⟨hR, hL⟩ a b
    refine (hasDerivAt_twoSidedQuotient A x y a b h).congr_deriv ?_
    rw [sub_eq_zero.mpr hR, sub_eq_zero.mpr hL, dotProduct_zero, zero_dotProduct, add_zero,
      zero_div]

end Analysis

/-- The non-symmetric real matrix with rows `(1, 1)` and `(0, 2)`. -/
def shearMatrix : Matrix (Fin 2) (Fin 2) ℝ := !![1, 1; 0, 2]

/-- The matrix `shearMatrix` has right eigenvector `(1, 0)` and left eigenvector `(1, -1)` for
the eigenvalue `1`, and their overlap is nonzero. -/
theorem eigenvectors_witness :
    shearMatrix *ᵥ ![1, 0] = (1 : ℝ) • ![1, 0] ∧
    ![1, -1] ᵥ* shearMatrix = (1 : ℝ) • ![1, -1] ∧
    (![1, -1] : Fin 2 → ℝ) ⬝ᵥ ![1, 0] ≠ 0 := by
  refine ⟨?_, ?_, ?_⟩
  · ext i
    fin_cases i <;> norm_num [shearMatrix, Matrix.mulVec, dotProduct, Fin.sum_univ_two]
  · ext i
    fin_cases i <;> norm_num [shearMatrix, Matrix.vecMul, dotProduct, Fin.sum_univ_two]
  · norm_num [dotProduct, Fin.sum_univ_two]

/-- With the same trial vector `(1, t)` on both sides, the quotient of `shearMatrix` differs from
the eigenvalue `1` by `t (1 + t) / (1 + t²)`. -/
theorem one_sided_first_order_error (t : ℝ) :
    twoSidedQuotient shearMatrix ![1, t] ![1, t] = 1 + t * (1 + t) / (1 + t ^ 2) := by
  have hn : ![1, t] ⬝ᵥ shearMatrix *ᵥ ![1, t] = 1 + t + 2 * t ^ 2 := by
    simp [shearMatrix, Matrix.mulVec, dotProduct, Fin.sum_univ_two]
    ring
  have hd : ![1, t] ⬝ᵥ ![1, t] = 1 + t ^ 2 := by
    simp [dotProduct, Fin.sum_univ_two]
    ring
  have hpos : (1 + t ^ 2 : ℝ) ≠ 0 := by positivity
  rw [twoSidedQuotient, hn, hd, div_eq_iff hpos, add_mul, div_mul_cancel₀ _ hpos]
  ring

end

end TwoSidedRayleigh
```

```lean
#print axioms TwoSidedRayleigh.twoSidedQuotient_perturbed
#print axioms TwoSidedRayleigh.eigenvalue_error_le
#print axioms TwoSidedRayleigh.stationary_iff_eigenvectors
#print axioms TwoSidedRayleigh.one_sided_first_order_error
```

```
'TwoSidedRayleigh.twoSidedQuotient_perturbed' depends on axioms: [propext, Classical.choice, Quot.sound]
'TwoSidedRayleigh.eigenvalue_error_le' depends on axioms: [propext, Classical.choice, Quot.sound]
'TwoSidedRayleigh.stationary_iff_eigenvectors' depends on axioms: [propext, Classical.choice, Quot.sound]
'TwoSidedRayleigh.one_sided_first_order_error' depends on axioms: [propext, Classical.choice, Quot.sound]
```

## How the proofs follow the algebra

`shifted_element_eq` is the cancellation. Its step `hu` moves $A$ onto $u$ and applies the left eigenvector equation; `simp only` expands the products and applies the right one, and `ring` cancels what remains. `twoSidedQuotient_perturbed` then clears the denominator with `div_eq_iff h` and uses this identity.

In `eigenvalue_error_le`, the vector $Ab-lb$ is rewritten as $(A-l)b$. Two uses of `norm_sum_le` give the double sum, and `gcongr` bounds each term.

For the derivative, `hasDerivAt_quadratic` states that a quadratic polynomial has its linear coefficient as derivative at zero. `hasDerivAt_twoSidedQuotient` writes the numerator and denominator as such polynomials, applies the quotient rule through `fun_div`, and brings the result into residual form with `field_simp` and `ring`.

In `stationary_iff_eigenvectors`, uniqueness of the derivative gives `key`, the vanishing of the residual expression for all variations. The choices `key a 0` and `key 0 b` separate the two residuals, and `eq_zero_of_dot` tests each against unit vectors. The converse substitutes zero residuals into the derivative formula.

`eigenvectors_witness` checks the eigenvector equations and the overlap of the example by components, and `one_sided_first_order_error` evaluates the numerator and denominator for $(1,t)$ before dividing.
